# The free energy of a harmonic mode is kT ln(2 sinh(ℏω/2kT))

A single harmonic mode with levels (n + 1/2)ℏω, zero-point energy included, is held at temperature T, and x = ℏω/kT is taken to be positive. Its partition function is the infinite sum of exp(−(n + 1/2)x) over n = 0, 1, 2, …, and its free energy in units of kT is minus the logarithm of that sum. The theorem says that this free energy equals ln(2 sinh(x/2)). The proof takes the factor exp(−x/2) out of the sum, adds up the geometric series that remains, whose ratio is exp(−x), and uses 1 − exp(−x) = exp(−x/2) · 2 sinh(x/2) to show that the partition function is 1/(2 sinh(x/2)).

Lean 4 with Mathlib refuses this proof:

```lean
import Mathlib

open Filter Topology

namespace FreeEnergyEq

noncomputable section

/-- Partition function of a harmonic mode at reduced frequency `x = ℏω/kT > 0`: the Boltzmann sum
over the levels `(n + 1/2) x`. -/
def partitionFunction (x : ℝ) : ℝ := ∑' n : ℕ, Real.exp (-((n : ℝ) + 1 / 2) * x)

/-- Free energy of a harmonic mode in units of `kT`, at reduced frequency `x > 0`. -/
def freeEnergy (x : ℝ) : ℝ := -Real.log (partitionFunction x)

/-- For `x > 0` the free energy of a harmonic mode is `ln (2 sinh (x/2))` in units of `kT`. -/
theorem freeEnergy_eq {x : ℝ} (hx : 0 < x) :
    freeEnergy x = Real.log (2 * Real.sinh (x / 2)) := by
  have h1 : Real.exp (-x) < 1 := Real.exp_lt_one (by linarith)
  -- the levels are equally spaced, so the Boltzmann sum is geometric
  have hterm : ∀ n : ℕ, Real.exp (-((n : ℝ) + 1 / 2) * x)
      = Real.exp (-(x / 2)) * Real.exp (-x) ^ n := by
    intro n
    rw [← Real.exp_nat_mul, ← Real.exp_add]
    congr 1
    ring
  have e1 : Real.exp (-x) = Real.exp (-(x / 2)) * Real.exp (-(x / 2)) := by
    rw [← Real.exp_add]
    congr 1
    ring
  have e2 : Real.exp (x / 2) * Real.exp (-(x / 2)) = 1 := by
    rw [← Real.exp_add, add_neg_cancel, Real.exp_zero]
  have key : 1 - Real.exp (-x) = Real.exp (-(x / 2)) * (2 * Real.sinh (x / 2)) := by
    rw [Real.sinh_eq, e1]
    linear_combination -e2
  have hs : partitionFunction x = (2 * Real.sinh (x / 2))⁻¹ := by
    unfold partitionFunction
    simp_rw [hterm]
    rw [tsum_mul_left, tsum_geometric_of_lt_one (Real.exp_pos _).le h1, key, mul_inv,
      ← mul_assoc, mul_inv_cancel₀ (Real.exp_pos _).ne', one_mul]
  rw [freeEnergy, hs, Real.log_inv, neg_neg]

end

end FreeEnergyEq
```

The error:

```
Main.lean:19:33: error(lean.unknownIdentifier): Unknown constant `Real.exp_lt_one`
```

The one message says that Lean knows no constant called `Real.exp_lt_one`. The proof calls on it in `h1`, to show that exp(−x) < 1, which is the condition for the geometric series to be summed by `tsum_geometric_of_lt_one`. The inequality is true for positive x, and only the name given for its proof is at fault.

The repair uses `Real.exp_lt_one_iff`, which says that the exponential of a real number is less than 1 exactly when the number is negative. Since this is an equivalence, `.2` is needed to pick the direction from the sign of the exponent to the bound on the exponential. What is left to prove is −x < 0, and `linarith` gets this from `hx`, the hypothesis that x is positive. The rest of the proof is unchanged.

The change, after which it compiles:

```diff
@@ -17,5 +17,5 @@
 theorem freeEnergy_eq {x : ℝ} (hx : 0 < x) :
     freeEnergy x = Real.log (2 * Real.sinh (x / 2)) := by
-  have h1 : Real.exp (-x) < 1 := Real.exp_lt_one (by linarith)
+  have h1 : Real.exp (-x) < 1 := Real.exp_lt_one_iff.2 (by linarith)
   -- the levels are equally spaced, so the Boltzmann sum is geometric
   have hterm : ∀ n : ℕ, Real.exp (-((n : ℝ) + 1 / 2) * x)
```
